# Free-particle Ritz energies in a sine basis on $[0,\pi]$ stay at or above 1 while sine sums converge in $L^2$ to the Neumann ground state

## Definitions and conventions

A free particle moves on $[0,\pi]$, in units with $\hbar^2/2m=1$, and wave functions $u$ are real. Put
$$\|u\|^2=\int_0^\pi u^2\,dx,\qquad T[u]=\int_0^\pi (u')^2\,dx,\qquad R[u]=\frac{T[u]}{\|u\|^2}.$$
These are `l2Sq`, `kinetic` and `rayleigh`; `deriv u` is $u'$.

```lean
import Mathlib

open Real Filter Topology MeasureTheory

namespace SineRitzNeumann

noncomputable section

/-- Squared L² norm of `u` on `[0, π]`. -/
def l2Sq (u : ℝ → ℝ) : ℝ := ∫ x in (0:ℝ)..π, u x ^ 2

/-- Kinetic energy form: the integral of `u'²` over `[0, π]`. -/
def kinetic (u : ℝ → ℝ) : ℝ := ∫ x in (0:ℝ)..π, deriv u x ^ 2

/-- Rayleigh quotient: kinetic energy divided by squared norm. -/
def rayleigh (u : ℝ → ℝ) : ℝ := kinetic u / l2Sq u
```

For real coefficients $c_n$ and a cutoff $N\ge 0$ the trial function is $u_{c,N}(x)=\sum_{n=1}^N c_n\sin nx$. The modes are unnormalised; the normalised ones are $\sqrt{2/\pi}\,\sin nx$. The choice $c_n=4/(n\pi)$ for odd $n$ and $c_n=0$ for even $n$ gives the sums $S_N$.

```lean
/-- Trial function `∑ c_n sin (n x)` over `1 ≤ n ≤ N`. -/
def sineSum (c : ℕ → ℝ) (N : ℕ) : ℝ → ℝ := fun x => ∑ n ∈ Finset.Icc 1 N, c n * sin (n * x)

/-- The coefficients `4 / (n π)` for odd `n` and `0` for even `n`. -/
def stepCoeff (n : ℕ) : ℝ := if Odd n then 4 / (n * π) else 0
```

`ritzEnergies` collects $R$ over sine sums of nonzero norm. `neumannEnergies` collects $R$ over all $C^1$ functions of nonzero norm with no boundary condition, the variational form of the Neumann problem. Both are sets of Rayleigh quotients: no Hamiltonian operator, domain or spectrum is defined, so "ground state" means a function whose quotient is the least one.

```lean
/-- Rayleigh quotients of the finite sine sums of nonzero norm. -/
def ritzEnergies : Set ℝ :=
  {E | ∃ c N, l2Sq (sineSum c N) ≠ 0 ∧ E = rayleigh (sineSum c N)}

/-- Rayleigh quotients of all C¹ functions of nonzero norm, with no boundary condition. -/
def neumannEnergies : Set ℝ := {E | ∃ u, ContDiff ℝ 1 u ∧ l2Sq u ≠ 0 ∧ E = rayleigh u}
```

## Finite sums

A Ritz calculation uses finitely many basis functions. By hand, finiteness lets one differentiate and integrate term by term. In Lean the integration is `integral_superposition`, for a finite index set `s` and continuous terms (`hf`). For infinite series the differentiation step can fail: $S_N$ tends in $L^2$ to the constant $1$ (shown below), whose derivative is $0$, while $S_N'=(4/\pi)\sum_{n\ \mathrm{odd},\,n\le N}\cos nx$ has coefficients that do not decay.

```lean
/-- The integral of a finite sum of continuous functions is the sum of the integrals. -/
theorem integral_superposition (s : Finset ℕ) (f : ℕ → ℝ → ℝ) (hf : ∀ n, Continuous (f n)) :
    (∫ x in (0:ℝ)..π, ∑ n ∈ s, f n x) = ∑ n ∈ s, ∫ x in (0:ℝ)..π, f n x :=
  intervalIntegral.integral_finsetSum fun n _ => (hf n).intervalIntegrable _ _
```

## Nonzero integer wavenumbers

An integer $n$ makes $\sin nx$ vanish at both walls, so every trial function obeys the Dirichlet condition $u(0)=u(\pi)=0$. By hand, for an integer $k\neq0$,
$$\int_0^\pi\cos kx\,dx=\frac{\sin k\pi-\sin 0}{k}=0 .$$
The proof uses `hk'` to verify that $\sin(kx)/k$ is an antiderivative and `Real.sin_int_mul_pi` for the boundary term. At $k=0$ the integral is $\pi$. If the wavenumber $1/2$ were admitted, the energy bound below would fail: $u=\sin(x/2)$ has $\|u\|^2=\pi/2$ and $T[u]=\pi/8$, so $R[u]=1/4<1$.

```lean
/-- For a nonzero integer `k`, `cos (k x)` integrates to zero over `[0, π]`. -/
theorem integral_cos_int (k : ℤ) (hk : k ≠ 0) : (∫ x in (0:ℝ)..π, cos (k * x)) = 0 := by
  have hk' : (k : ℝ) ≠ 0 := by exact_mod_cast hk
  have h := intervalIntegral.integral_eq_sub_of_hasDerivAt (f := fun x : ℝ => sin (k * x) / k)
    (f' := fun x : ℝ => cos (k * x)) (a := 0) (b := π) (fun x _ => by
      have h1 : HasDerivAt (fun y : ℝ => (k : ℝ) * y) k x := by
        simpa using (hasDerivAt_id x).const_mul (k : ℝ)
      exact (h1.sin.div_const (k : ℝ)).congr_deriv (mul_div_cancel_right₀ _ hk'))
    (Continuous.intervalIntegrable (by fun_prop) _ _)
  rw [h]
  simp [Real.sin_int_mul_pi]
```

## Mode index at least 1

The condition `1 ≤ m` excludes the zero mode. For natural numbers $m,n$,
$$\sin mx\,\sin nx=\tfrac12\cos(m-n)x-\tfrac12\cos(m+n)x,\qquad \cos mx\,\cos nx=\tfrac12\cos(m-n)x+\tfrac12\cos(m+n)x .$$
The first term integrates to $\tfrac{\pi}{2}\delta_{mn}$. The second integrates to zero because $m\ge1$ forces $m+n\ne0$; this is `h2`, while `es` and `ec` are the two identities. At $m=n=0$ the overlaps are $0$ for the sines and $\pi$ for the cosines, and neither equals $\pi/2$.

```lean
/-- For `m ≥ 1`, the overlaps of `sin (m x)` with `sin (n x)` and of `cos (m x)` with
`cos (n x)` on `[0, π]` are `π / 2` if `m = n` and zero otherwise. -/
theorem modes_orthogonal (m n : ℕ) (hm : 1 ≤ m) :
    (∫ x in (0:ℝ)..π, sin (m * x) * sin (n * x)) = (if m = n then π / 2 else 0) ∧
    (∫ x in (0:ℝ)..π, cos (m * x) * cos (n * x)) = (if m = n then π / 2 else 0) := by
  have h1 : (∫ x in (0:ℝ)..π, cos (((m:ℝ) - n) * x)) = if m = n then π else 0 := by
    by_cases h : m = n
    · subst h; simp
    · have := integral_cos_int ((m:ℤ) - n) (by omega)
      push_cast at this
      rw [if_neg h]; exact this
  have h2 := integral_cos_int ((m:ℤ) + n) (by omega)
  push_cast at h2
  have i1 : IntervalIntegrable (fun x : ℝ => 1 / 2 * cos (((m:ℝ) - n) * x)) volume 0 π :=
    Continuous.intervalIntegrable (by fun_prop) _ _
  have i2 : IntervalIntegrable (fun x : ℝ => 1 / 2 * cos (((m:ℝ) + n) * x)) volume 0 π :=
    Continuous.intervalIntegrable (by fun_prop) _ _
  -- product-to-sum formulas
  have es : ∀ x : ℝ, sin (m * x) * sin (n * x)
      = 1 / 2 * cos (((m:ℝ) - n) * x) - 1 / 2 * cos (((m:ℝ) + n) * x) := by
    intro x; rw [sub_mul, add_mul, cos_sub, cos_add]; ring
  have ec : ∀ x : ℝ, cos (m * x) * cos (n * x)
      = 1 / 2 * cos (((m:ℝ) - n) * x) + 1 / 2 * cos (((m:ℝ) + n) * x) := by
    intro x; rw [sub_mul, add_mul, cos_sub, cos_add]; ring
  simp only [es, ec]
  rw [intervalIntegral.integral_sub i1 i2, intervalIntegral.integral_add i1 i2,
    intervalIntegral.integral_const_mul, intervalIntegral.integral_const_mul, h1, h2]
  constructor <;> split_ifs <;> ring
```

Squaring $u_{c,N}$ and $u_{c,N}'=\sum_{n=1}^N nc_n\cos nx$ and dropping the cross terms gives
$$\|u_{c,N}\|^2=\frac{\pi}{2}\sum_{n=1}^N c_n^2,\qquad T[u_{c,N}]=\frac{\pi}{2}\sum_{n=1}^N n^2c_n^2 .$$
In `mode_sums`, `key` does the expansion for an orthogonal family, `hd` is the term-by-term derivative, and membership in `Finset.Icc 1 N` supplies `1 ≤ m`.

```lean
/-- A sine sum has squared norm `(π/2) ∑ c_n²` and kinetic energy `(π/2) ∑ n² c_n²`. -/
theorem mode_sums (c : ℕ → ℝ) (N : ℕ) :
    l2Sq (sineSum c N) = π / 2 * ∑ n ∈ Finset.Icc 1 N, c n ^ 2 ∧
    kinetic (sineSum c N) = π / 2 * ∑ n ∈ Finset.Icc 1 N, (n:ℝ) ^ 2 * c n ^ 2 := by
  -- cross terms drop out for an orthogonal family
  have key : ∀ (s : Finset ℕ) (a : ℕ → ℝ) (φ : ℕ → ℝ → ℝ), (∀ n, Continuous (φ n)) →
      (∀ m ∈ s, ∀ n, (∫ x in (0:ℝ)..π, φ m x * φ n x) = if m = n then π / 2 else 0) →
      (∫ x in (0:ℝ)..π, (∑ n ∈ s, a n * φ n x) ^ 2) = π / 2 * ∑ n ∈ s, a n ^ 2 := by
    intro s a φ hc ho
    have e : ∀ x, (∑ n ∈ s, a n * φ n x) ^ 2
        = ∑ m ∈ s, ∑ n ∈ s, a m * a n * (φ m x * φ n x) := by
      intro x
      rw [sq, Finset.sum_mul_sum]
      exact Finset.sum_congr rfl fun m _ => Finset.sum_congr rfl fun n _ => by ring
    simp only [e]
    rw [integral_superposition s (fun m x => ∑ n ∈ s, a m * a n * (φ m x * φ n x))
      (fun m => by fun_prop), Finset.mul_sum]
    refine Finset.sum_congr rfl fun m hm => ?_
    rw [integral_superposition s (fun n x => a m * a n * (φ m x * φ n x))
      (fun n => by fun_prop), Finset.sum_eq_single m]
    · rw [intervalIntegral.integral_const_mul, ho m hm m, if_pos rfl]; ring
    · intro n _ hne
      rw [intervalIntegral.integral_const_mul, ho m hm n, if_neg (Ne.symm hne), mul_zero]
    · intro h; exact absurd hm h
  have hd : ∀ x, deriv (sineSum c N) x = ∑ n ∈ Finset.Icc 1 N, (c n * n) * cos (n * x) := by
    intro x
    have h : HasDerivAt (fun y : ℝ => ∑ n ∈ Finset.Icc 1 N, c n * sin (n * y))
        (∑ n ∈ Finset.Icc 1 N, (c n * n) * cos (n * x)) x :=
      HasDerivAt.fun_sum fun n _ => by
        have h1 : HasDerivAt (fun y : ℝ => (n : ℝ) * y) n x := by
          simpa using (hasDerivAt_id x).const_mul (n : ℝ)
        exact (h1.sin.const_mul (c n)).congr_deriv (by ring)
    exact h.deriv
  refine ⟨key _ c (fun n x => sin (n * x)) (fun n => by fun_prop)
    (fun m hm n => (modes_orthogonal m n (Finset.mem_Icc.1 hm).1).1), ?_⟩
  simp only [kinetic, hd]
  refine (key _ (fun n => c n * n) (fun n x => cos (n * x)) (fun n => by fun_prop)
    (fun m hm n => (modes_orthogonal m n (Finset.mem_Icc.1 hm).1).2)).trans ?_
  congr 1
  exact Finset.sum_congr rfl fun n _ => by ring
```

Subtracting,
$$T[u_{c,N}]-\|u_{c,N}\|^2=\frac{\pi}{2}\sum_{n=1}^N (n^2-1)\,c_n^2\ \ge 0,$$
since $n\ge1$ makes each term nonnegative (`hnn`). A sum of nonnegative terms vanishes only if each does, and $n^2-1>0$ for $n\ge2$ (`hpos`), so equality holds exactly when $c_n=0$ for $2\le n\le N$. For $N=0$ and $N=1$ this condition is empty and equality always holds.

```lean
/-- Every sine sum has kinetic energy at least its squared norm, with equality exactly when
all coefficients with `2 ≤ n ≤ N` vanish. -/
theorem ritz_bound (c : ℕ → ℝ) (N : ℕ) :
    l2Sq (sineSum c N) ≤ kinetic (sineSum c N) ∧
    (kinetic (sineSum c N) = l2Sq (sineSum c N) ↔ ∀ n ∈ Finset.Icc 2 N, c n = 0) := by
  have hnn : ∀ n ∈ Finset.Icc 1 N, 0 ≤ ((n:ℝ) ^ 2 - 1) * c n ^ 2 := by
    intro n hn
    have h1 : (1:ℝ) ≤ n := by exact_mod_cast (Finset.mem_Icc.1 hn).1
    exact mul_nonneg (by nlinarith) (sq_nonneg _)
  have hd : kinetic (sineSum c N) - l2Sq (sineSum c N)
      = π / 2 * ∑ n ∈ Finset.Icc 1 N, ((n:ℝ) ^ 2 - 1) * c n ^ 2 := by
    rw [(mode_sums c N).1, (mode_sums c N).2, ← mul_sub, ← Finset.sum_sub_distrib]
    congr 1
    exact Finset.sum_congr rfl fun n _ => by ring
  have hp := half_pos pi_pos
  refine ⟨by linarith [mul_nonneg hp.le (Finset.sum_nonneg hnn)], fun he n hn => ?_, fun h => ?_⟩
  · obtain ⟨h2, hN⟩ := Finset.mem_Icc.1 hn
    rw [he, sub_self] at hd
    have h0 := (Finset.sum_eq_zero_iff_of_nonneg hnn).1
      ((mul_eq_zero.1 hd.symm).resolve_left hp.ne') n (Finset.mem_Icc.2 ⟨by omega, hN⟩)
    have h2' : (2:ℝ) ≤ n := by exact_mod_cast h2
    have hpos : 0 < (n:ℝ) ^ 2 - 1 := by nlinarith
    exact (pow_eq_zero_iff two_ne_zero).1 ((mul_eq_zero.1 h0).resolve_left hpos.ne')
  · have h0 : ∑ n ∈ Finset.Icc 1 N, ((n:ℝ) ^ 2 - 1) * c n ^ 2 = 0 := by
      refine Finset.sum_eq_zero fun n hn => ?_
      obtain ⟨h1, hN⟩ := Finset.mem_Icc.1 hn
      by_cases hn1 : n = 1
      · simp [hn1]
      · simp [h n (Finset.mem_Icc.2 ⟨by omega, hN⟩)]
    rw [h0] at hd
    linarith
```

## Odd indices

The constant is symmetric about $x=\pi/2$ and overlaps only the symmetric modes: for $n\ge1$, $\int_0^\pi\sin nx\,dx=(1-\cos n\pi)/n$, which is $2/n$ for odd $n$ (`hs`) and $0$ for even $n$. Write $A_N=\sum 1/n^2$ over odd $n\le N$. Then
$$\int_0^\pi S_N\,dx=\sum_{n\ \mathrm{odd},\,n\le N}\frac{4}{n\pi}\cdot\frac{2}{n}=\frac{8}{\pi}A_N,\qquad \|S_N\|^2=\frac{\pi}{2}\sum_{n\ \mathrm{odd},\,n\le N}\frac{16}{n^2\pi^2}=\frac{8}{\pi}A_N,$$
which are `hI` and `hN`, and expanding the square (`expand`) gives
$$\|S_N-1\|^2=\|S_N\|^2-2\int_0^\pi S_N\,dx+\pi=\pi-\frac{8}{\pi}A_N .$$
If the coefficient $4/(n\pi)$ were used for even $n$ as well, the extra modes would be orthogonal to $S_N-1$ and would add $(8/\pi)\sum 1/n^2$ over even $n$ with $2\le n\le N$, so the squared error would tend to $\pi/3$.

```lean
/-- The squared L² distance from `∑ 4 sin (n x) / (n π)` (odd `n ≤ N`) to the constant `1`
is `π - (8/π) ∑ 1/n²` over the same `n`. -/
theorem step_error (N : ℕ) : l2Sq (fun x => sineSum stepCoeff N x - 1)
    = π - 8 / π * ∑ n ∈ (Finset.Icc 1 N).filter Odd, 1 / (n:ℝ) ^ 2 := by
  have hπ := pi_ne_zero
  have hz : ∀ n : ℕ, Odd n → (n:ℝ) ≠ 0 := by
    rintro n ⟨k, rfl⟩; positivity
  have hs : ∀ n : ℕ, Odd n → (∫ x in (0:ℝ)..π, sin (n * x)) = 2 / n := by
    intro n h
    have hn := hz n h
    have hI := intervalIntegral.integral_eq_sub_of_hasDerivAt
      (f := fun x : ℝ => -1 / (n:ℝ) * cos (n * x))
      (f' := fun x : ℝ => sin (n * x)) (a := 0) (b := π) (fun x _ => by
        have h1 : HasDerivAt (fun y : ℝ => (n : ℝ) * y) n x := by
          simpa using (hasDerivAt_id x).const_mul (n : ℝ)
        exact (h1.cos.const_mul (-1 / (n:ℝ))).congr_deriv (by field_simp))
      (Continuous.intervalIntegrable (by fun_prop) _ _)
    rw [hI]
    simp only [cos_nat_mul_pi, h.neg_one_pow, mul_zero, cos_zero]
    ring
  -- expand the square
  have expand : ∀ S : ℝ → ℝ, Continuous S →
      l2Sq (fun x => S x - 1) = l2Sq S - 2 * (∫ x in (0:ℝ)..π, S x) + π := by
    intro S hc
    have e : ∀ x, (S x - 1) ^ 2 = S x ^ 2 - 2 * S x + 1 := fun x => by ring
    have i : ∀ f : ℝ → ℝ, Continuous f → IntervalIntegrable f volume 0 π :=
      fun f hf => hf.intervalIntegrable _ _
    simp only [l2Sq, e]
    rw [intervalIntegral.integral_add (i (fun x => S x ^ 2 - 2 * S x) (by fun_prop))
      (i (fun _ => 1) (by fun_prop)), intervalIntegral.integral_sub
      (i (fun x => S x ^ 2) (by fun_prop)) (i (fun x => 2 * S x) (by fun_prop)),
      intervalIntegral.integral_const_mul]
    simp
  have hI : (∫ x in (0:ℝ)..π, sineSum stepCoeff N x)
      = 8 / π * ∑ n ∈ (Finset.Icc 1 N).filter Odd, 1 / (n:ℝ) ^ 2 := by
    refine (integral_superposition _ (fun (n : ℕ) x => stepCoeff n * sin (n * x))
      (fun n => by fun_prop)).trans ?_
    rw [Finset.sum_filter, Finset.mul_sum]
    refine Finset.sum_congr rfl fun n _ => ?_
    rw [intervalIntegral.integral_const_mul]
    by_cases h : Odd n
    · have := hz n h
      simp only [stepCoeff, if_pos h, hs n h]
      field_simp
      ring
    · simp [stepCoeff, h]
  have hN : l2Sq (sineSum stepCoeff N)
      = 8 / π * ∑ n ∈ (Finset.Icc 1 N).filter Odd, 1 / (n:ℝ) ^ 2 := by
    rw [(mode_sums _ _).1, Finset.sum_filter, Finset.mul_sum, Finset.mul_sum]
    refine Finset.sum_congr rfl fun n _ => ?_
    by_cases h : Odd n
    · have := hz n h
      simp only [stepCoeff, if_pos h]
      field_simp
      ring
    · simp [stepCoeff, h]
  rw [expand _ (by unfold sineSum; fun_prop), hI, hN]
  ring
```

The value $\sum_{n\ge1}1/n^2=\pi^2/6$ is taken from Mathlib as `hasSum_zeta_two`. The even terms $1/(2k)^2$ add up to a quarter of it (`e1`, `he`), so $A_N\to\tfrac34\cdot\pi^2/6=\pi^2/8$ (`hg`) and $\|S_N-1\|^2\to\pi-\pi=0$.

```lean
/-- The sums `∑ 4 sin (n x) / (n π)` over odd `n ≤ N` converge in L² to the constant `1`. -/
theorem step_tendsto :
    Tendsto (fun N => l2Sq (fun x => sineSum stepCoeff N x - 1)) atTop (𝓝 0) := by
  have hz : HasSum (fun n : ℕ => (1:ℝ) / (n:ℝ) ^ 2) (π ^ 2 / 6) := hasSum_zeta_two
  have e1 : ∀ k : ℕ, (if Odd (2 * k) then (0:ℝ) else 1 / ((2 * k : ℕ):ℝ) ^ 2)
      = 1 / 4 * (1 / (k:ℝ) ^ 2) := by
    intro k
    rw [if_neg (Nat.not_odd_iff_even.2 (even_two_mul k))]; push_cast; ring
  have e2 : ∀ k : ℕ, (if Odd (2 * k + 1) then (0:ℝ) else 1 / ((2 * k + 1 : ℕ):ℝ) ^ 2) = 0 :=
    fun k => if_pos ⟨k, rfl⟩
  -- the even terms carry a quarter of the full sum
  have he : HasSum (fun n : ℕ => if Odd n then (0:ℝ) else 1 / (n:ℝ) ^ 2)
      (1 / 4 * (π ^ 2 / 6) + 0) := by
    refine HasSum.even_add_odd ?_ ?_
    · simp only [e1]; exact hz.mul_left _
    · simp only [e2]; exact hasSum_zero
  have e3 : ∀ n : ℕ, (1:ℝ) / (n:ℝ) ^ 2 - (if Odd n then (0:ℝ) else 1 / (n:ℝ) ^ 2)
      = if Odd n then 1 / (n:ℝ) ^ 2 else 0 := by
    intro n; split_ifs <;> simp
  have hg := hz.sub he
  simp only [e3] at hg
  have e4 : ∀ N : ℕ, ∑ n ∈ (Finset.Icc 1 N).filter Odd, 1 / (n:ℝ) ^ 2
      = ∑ n ∈ Finset.range (N + 1), if Odd n then 1 / (n:ℝ) ^ 2 else 0 := by
    intro N
    rw [Finset.sum_filter]
    induction N with
    | zero => simp
    | succ N ih =>
      rw [Finset.sum_range_succ, ← ih, Finset.sum_Icc_succ_top (Nat.le_add_left 1 N)]
  have lim := (tendsto_const_nhds (x := π)).sub
    ((hg.tendsto_sum_nat.comp (tendsto_add_atTop_nat 1)).const_mul (8 / π))
  have hπ := pi_ne_zero
  simp only [step_error, e4]
  convert lim using 2
  all_goals first | rfl | (field_simp; ring)
```

## Convergence in norm, not in energy

The limit just obtained concerns $\|\cdot\|^2$ only. Each odd mode contributes $\tfrac{\pi}{2}n^2\cdot16/(n\pi)^2=8/\pi$ to $T[S_N]$, and the number of odd $n\le N$ is $N/2$ for even $N$ and $(N+1)/2$ for odd $N$. Hence $T[S_N]$ is $4N/\pi$, plus $4/\pi$ when $N$ is odd; `h` proves this by induction on $N$. The theorem states $T[S_N]\ge4N/\pi$ and $T[S_N]\to\infty$, whereas $T[1]=0$.

```lean
/-- The kinetic energy of these sums is at least `4 N / π` and tends to infinity. -/
theorem step_kinetic : (∀ N : ℕ, 4 / π * N ≤ kinetic (sineSum stepCoeff N)) ∧
    Tendsto (fun N => kinetic (sineSum stepCoeff N)) atTop atTop := by
  have hπ := pi_ne_zero
  -- each odd mode contributes 8 / π
  have h : ∀ N : ℕ, kinetic (sineSum stepCoeff N)
      = 4 / π * N + if Odd N then 4 / π else 0 := by
    intro N
    rw [(mode_sums _ _).2]
    induction N with
    | zero => simp
    | succ N ih =>
      rw [Finset.sum_Icc_succ_top (Nat.le_add_left 1 N), mul_add, ih]
      by_cases ho : Odd N
      · have hn : ¬ Odd (N + 1) := fun h => Nat.odd_add_one.1 h ho
        simp only [stepCoeff, if_pos ho, if_neg hn]; push_cast; ring
      · have hn : Odd (N + 1) := Nat.odd_add_one.2 ho
        have : (N:ℝ) + 1 ≠ 0 := by positivity
        simp only [stepCoeff, if_pos hn, if_neg ho]; push_cast
        field_simp
        ring
  have hp : 0 < 4 / π := div_pos (by norm_num) pi_pos
  have hb : ∀ N : ℕ, 4 / π * N ≤ kinetic (sineSum stepCoeff N) := by
    intro N; rw [h]; split_ifs <;> linarith
  exact ⟨hb, tendsto_atTop_mono hb (Tendsto.const_mul_atTop hp tendsto_natCast_atTop_atTop)⟩
```

For $N=1$: $A_1=1$, $\|S_1\|^2=T[S_1]=8/\pi$, $R[S_1]=1$, and $\|S_1-1\|^2=\pi-8/\pi\approx0.595$. For $N=3$: $A_3=10/9$, $\|S_3\|^2=80/(9\pi)$, $T[S_3]=16/\pi$, $R[S_3]=9/5$, and $\|S_3-1\|^2\approx0.312$. Scaling $S_N$ and the constant by $1/\sqrt{\pi}$, which normalises the constant, turns the squared errors into $0.189$ and $0.099$. The distance falls while the energy rises. These numbers, like the counter-examples, are arithmetic on paper and form no part of the theorems.

## Nonzero norm and $C^1$ regularity

A state needs $\|u\|^2\ne0$. By hand one divides $T\ge\|u\|^2$ by $\|u\|^2>0$ to get $R\ge1$; in Lean this is `le_div_iff₀`, fed by `hn` and the nonnegativity `hl`. Lean sets $0/0=0$, so without the condition the empty sum $N=0$ would put $0$ into `ritzEnergies` and the least value would no longer be $1$.

`ContDiff ℝ 1 u` asks for a continuous derivative on the whole real line, so that $T[u]$ is an ordinary integral of a continuous function; the larger Sobolev class is not treated. The proof has to establish this property for sine sums (`ContDiff.sum`) and for the constant (`contDiff_const`). The bound $R\ge0$ discards it and follows from $T\ge0$ and $\|u\|^2\ge0$ alone. Without it the least value would remain $0$, but a step function, whose derivative vanishes except at the jump, would be assigned energy $0$.

The final theorem reads as follows. Every Rayleigh quotient in `ritzEnergies` also belongs to `neumannEnergies`. The least Ritz energy is $1$, where `IsLeast` includes attainment, here by $\sin x$ (`a1`, `a2`), so the bound is $R\ge1$ and not strict. The least Neumann energy is $0$. The constant $1$ has squared norm $\pi$ and quotient $0$, and $\|S_N-1\|^2\to0$. Approximation by sines is shown for this constant only, and uniqueness of the Neumann minimiser is not addressed. In this one-dimensional free-particle model, the integer sine basis, which carries the condition $u(0)=u(\pi)=0$ absent from the problem, approximates the constant ground state in $L^2$ while its variational energies stay at least one unit too high for every $N$. A function that vanishes at one wall only can lie below $1$: $\sin(x/2)$ has quotient $1/4$.

```lean
/-- Sine-basis Ritz energies lie among the unconstrained C¹ energies and have least value `1`,
while the latter have least value `0`, attained by the constant `1` of squared norm `π`,
which is an L² limit of sine sums. -/
theorem ritz_misses_neumann :
    ritzEnergies ⊆ neumannEnergies ∧ IsLeast ritzEnergies 1 ∧ IsLeast neumannEnergies 0 ∧
    l2Sq (fun _ => 1) = π ∧ rayleigh (fun _ => 1) = 0 ∧
    Tendsto (fun N => l2Sq (fun x => sineSum stepCoeff N x - 1)) atTop (𝓝 0) := by
  have hl : ∀ u, 0 ≤ l2Sq u := fun u =>
    intervalIntegral.integral_nonneg pi_pos.le fun x _ => sq_nonneg _
  have hk : ∀ u, 0 ≤ kinetic u := fun u =>
    intervalIntegral.integral_nonneg pi_pos.le fun x _ => sq_nonneg _
  have h1 : l2Sq (fun _ => 1) = π := by simp [l2Sq]
  have h0 : rayleigh (fun _ => 1) = 0 := by simp [rayleigh, kinetic]
  have a1 : l2Sq (sineSum (fun _ => 1) 1) = π / 2 := by rw [(mode_sums _ _).1]; simp
  have a2 : kinetic (sineSum (fun _ => 1) 1) = π / 2 := by rw [(mode_sums _ _).2]; simp
  have hp := (half_pos pi_pos).ne'
  refine ⟨?_, ⟨⟨fun _ => 1, 1, by rwa [a1], by rw [rayleigh, a1, a2, div_self hp]⟩, ?_⟩,
    ⟨⟨fun _ => 1, contDiff_const, by rw [h1]; exact pi_ne_zero, h0.symm⟩, ?_⟩,
    h1, h0, step_tendsto⟩
  · rintro E ⟨c, N, hn, hE⟩
    exact ⟨_, ContDiff.sum fun n _ => by fun_prop, hn, hE⟩
  · rintro E ⟨c, N, hn, rfl⟩
    rw [rayleigh, le_div_iff₀ (lt_of_le_of_ne (hl _) hn.symm), one_mul]
    exact (ritz_bound c N).1
  · rintro E ⟨u, -, -, rfl⟩
    exact div_nonneg (hk u) (hl u)

end

end SineRitzNeumann
```

```lean
#print axioms SineRitzNeumann.step_kinetic
-- 'SineRitzNeumann.step_kinetic' depends on axioms: [propext, Classical.choice, Quot.sound]
#print axioms SineRitzNeumann.ritz_misses_neumann
-- 'SineRitzNeumann.ritz_misses_neumann' depends on axioms: [propext, Classical.choice, Quot.sound]
```
